# At fixed particle number, the two-particle cumulant has nonpositive trace, which is zero exactly when the one-particle density matrix is idempotent

For a single Slater determinant, the two-particle density matrix D is the antisymmetrised product of the one-particle density matrix g with itself. For a correlated state of N electrons something is left over, the cumulant L. When I sum L over its second particle, I get g² − g. Since the occupations lie between 0 and 1, the trace of L should then never be positive, and it should be zero only if g² = g.

I assume a finite orbital basis, tr g = N, 0 ≤ g ≤ 1, and a D that contracts to (N − 1)g. Can this be made rigorous and machine-checked, and is there a limit to how negative the trace can get?

## The contraction leaves only g² − g

Yes. With r spin orbitals the trace is never below −r/4, a value it can reach only if r = 2N. Label the spin orbitals i, j, k, l and define

L(ij,kl) = D(ij,kl) − g(i,k) g(j,l) + g(i,l) g(j,k).

Set l = j and sum over j. The first term gives (N − 1)g(i,k) by assumption, the second contains tr g = N, and the third is a matrix product:

Σⱼ L(ij,kj) = (N − 1) g(i,k) − N g(i,k) + (g²)(i,k) = (g² − g)(i,k).

Setting k = i and summing over i gives the full trace,

tr L = −tr(g − g²).

In natural orbitals with occupations nₚ this is −Σₚ nₚ(1 − nₚ), and every term of the sum is nonnegative. The same conclusion follows without diagonalising g, from

g − g² = (1 − g) g (1 − g) + g (1 − g) g.

Both terms have the form X†AX with A positive semidefinite, because g and 1 − g are Hermitian. So g − g² is positive semidefinite and its trace is nonnegative. If that trace is zero, all the eigenvalues are zero, and g² = g. Conversely, g² = g makes the trace zero.

For the lower limit, expand a square and take its trace:

(2g − 1)² = 4(g² − g) + 1,

tr (2g − 1)² = 4 tr L + r.

Since 2g − 1 is Hermitian, the left side is the sum of the squared moduli of its entries. Hence tr L ≥ −r/4, with equality exactly when g is half the identity. As tr g = N, equality requires r = 2N.

Factors of two go wrong readily here. If D counts each pair once, so that its trace is N(N − 1)/2, it contracts to (N − 1)g/2. Subtracting the full antisymmetrised product then leaves g² − (N + 1)g/2 instead of g² − g. In that convention the product must be halved too.

## Density matrices over ordered orbital pairs

In the file, `n` is the finite set of spin orbitals, and `D` is a complex matrix indexed by ordered pairs `n × n`. The definitions `contract`, `wedge` and `cumulant` are the sum over the second particle, the antisymmetrised product and L. The hypothesis `hD` fixes the normalisation tr D = N(N − 1), and physically it says that each electron is accompanied by N − 1 others. `N` is a natural number, but the subtraction takes place in ℂ and is not truncated at zero.

The condition 0 ≤ g ≤ 1 is the Pauli principle for occupations. It appears as `g.PosSemidef` and `(1 - g).PosSemidef`, which include hermiticity. An inequality `≤ 0` between complex numbers means that the imaginary part vanishes and the real part is nonpositive, so `cumulant_contraction_and_trace` also says that the trace is real. The lower bound, `cumulant_trace_lower_bound`, needs only a Hermitian g in place of the two positivity conditions.

Nothing requires `D` to be antisymmetric, positive or derived from a wavefunction. The theorems therefore cover more than physical states, and zero trace yields g² = g, not L = 0. For an actual N-electron state, idempotent g does imply a single determinant, but that argument uses properties of the state which are not assumed here.

The example `cumulant_witness` is the two-electron state (|01⟩ + |23⟩)/√2 in four spin orbitals. The matrix `pairAmplitude` has squared norm 4, so the normalised amplitudes are ±1/2; `pairDensity` has trace 2, as it should for N = 2. All occupations are one half and tr L = −1, which is the lower limit for r = 4.

In electronic structure, within a finite orbital basis, tr L thus measures how far the natural occupations are from 0 and 1. It depends on g alone and doesn't determine the rest of the cumulant.

In Lean 4 with Mathlib:

```lean
import Mathlib

open Matrix
open scoped ComplexOrder

namespace DensityCumulant

noncomputable section

variable {n : Type*} [Fintype n]

/-- Contraction of a two-particle matrix over the second particle:
the entry `(i, k)` is the sum over `j` of `M (i, j) (k, j)`. -/
def contract (M : Matrix (n × n) (n × n) ℂ) : Matrix n n ℂ :=
  Matrix.of fun i k => ∑ j, M (i, j) (k, j)

/-- The antisymmetrised product of a one-particle density matrix with itself,
`g(i,k) g(j,l) - g(i,l) g(j,k)`. -/
def wedge (g : Matrix n n ℂ) : Matrix (n × n) (n × n) ℂ :=
  Matrix.of fun p q => g p.1 q.1 * g p.2 q.2 - g p.1 q.2 * g p.2 q.1

/-- The two-particle cumulant: the two-particle density matrix minus the
antisymmetrised product of the one-particle density matrix. -/
def cumulant (D : Matrix (n × n) (n × n) ℂ) (g : Matrix n n ℂ) :
    Matrix (n × n) (n × n) ℂ :=
  D - wedge g

/-- Contracting over one particle and then taking the trace gives the full
two-particle trace. -/
theorem trace_contract (M : Matrix (n × n) (n × n) ℂ) :
    (contract M).trace = M.trace :=
  (Fintype.sum_prod_type (fun p : n × n => M p p)).symm

/-- If `D` contracts to `(N - 1) g` and `g` has trace `N`, the cumulant
contracts to `g² - g`. -/
theorem contract_cumulant {N : ℕ} {D : Matrix (n × n) (n × n) ℂ} {g : Matrix n n ℂ}
    (hD : contract D = ((N : ℂ) - 1) • g) (hN : g.trace = N) :
    contract (cumulant D g) = g * g - g := by
  ext i k
  have h1 : ∑ j, D (i, j) (k, j) = ((N : ℂ) - 1) * g i k :=
    congrFun (congrFun hD i) k
  have h2 : ∑ j, g j j = (N : ℂ) := hN
  have h3 : ∑ j, g i j * g j k = (g * g) i k := Matrix.mul_apply.symm
  calc contract (cumulant D g) i k
      = ∑ j, (D (i, j) (k, j) - (g i k * g j j - g i j * g j k)) := rfl
    _ = (g * g - g) i k := by
      rw [Finset.sum_sub_distrib, Finset.sum_sub_distrib, ← Finset.mul_sum,
        h1, h2, h3, Matrix.sub_apply]
      ring

/-- For a one-particle density matrix with `0 ≤ g ≤ 1`, the matrix `g - g²` is
positive semidefinite. -/
theorem posSemidef_sub_sq [DecidableEq n] {g : Matrix n n ℂ}
    (h0 : g.PosSemidef) (h1 : (1 - g).PosSemidef) : (g - g * g).PosSemidef := by
  have a := h0.conjTranspose_mul_mul_same (1 - g)
  have b := h1.conjTranspose_mul_mul_same g
  rw [h1.isHermitian.eq] at a
  rw [h0.isHermitian.eq] at b
  -- split into two positive semidefinite terms
  have key : g - g * g = (1 - g) * g * (1 - g) + g * (1 - g) * g := by
    noncomm_ring
  rw [key]
  exact a.add b

/-- Let `D` contract to `(N - 1) g`, with `g` of trace `N` and `0 ≤ g ≤ 1`. The
cumulant contracts to `g² - g`, its trace is real and nonpositive, and the trace
vanishes exactly when `g² = g`. -/
theorem cumulant_contraction_and_trace [DecidableEq n] {N : ℕ}
    {D : Matrix (n × n) (n × n) ℂ} {g : Matrix n n ℂ}
    (hD : contract D = ((N : ℂ) - 1) • g) (hN : g.trace = N)
    (h0 : g.PosSemidef) (h1 : (1 - g).PosSemidef) :
    contract (cumulant D g) = g * g - g ∧
      (cumulant D g).trace ≤ 0 ∧
      ((cumulant D g).trace = 0 ↔ g * g = g) := by
  have hp := posSemidef_sub_sq h0 h1
  have ht : (cumulant D g).trace = -(g - g * g).trace := by
    rw [← trace_contract, contract_cumulant hD hN, ← Matrix.trace_neg, neg_sub]
  refine ⟨contract_cumulant hD hN, ?_, ?_⟩
  · rw [ht]
    exact neg_nonpos.mpr hp.trace_nonneg
  · -- a positive semidefinite matrix of trace zero is zero
    rw [ht, neg_eq_zero, hp.trace_eq_zero_iff, sub_eq_zero]
    exact eq_comm

/-- Let `D` contract to `(N - 1) g`, with `g` Hermitian of trace `N`, on `r` spin orbitals. The real
part of the cumulant trace is at least `-r/4`, and the trace equals `-r/4` exactly when `g` is half
the identity. -/
theorem cumulant_trace_lower_bound [DecidableEq n] {N : ℕ}
    {D : Matrix (n × n) (n × n) ℂ} {g : Matrix n n ℂ}
    (hD : contract D = ((N : ℂ) - 1) • g) (hN : g.trace = N) (hg : g.IsHermitian) :
    -(Fintype.card n : ℝ) / 4 ≤ (cumulant D g).trace.re ∧
      ((cumulant D g).trace = -(Fintype.card n : ℂ) / 4 ↔
        g = (1 / 2 : ℂ) • (1 : Matrix n n ℂ)) := by
  have ht : (g * g - g).trace = (cumulant D g).trace := by
    rw [← trace_contract, contract_cumulant hD hN]
  have hA : (g + g - 1)ᴴ = g + g - 1 := by
    rw [Matrix.conjTranspose_sub, Matrix.conjTranspose_add, hg.eq,
      Matrix.conjTranspose_one]
  have hp := Matrix.posSemidef_conjTranspose_mul_self (g + g - 1)
  rw [hA] at hp
  -- the trace of (2g - 1)² measures the distance of g from half the identity
  have h : ((g + g - 1) * (g + g - 1)).trace
      = 4 * (cumulant D g).trace + (Fintype.card n : ℂ) := by
    have e : (g + g - 1) * (g + g - 1)
        = (g * g - g) + (g * g - g) + (g * g - g) + (g * g - g) + 1 := by
      noncomm_ring
    rw [e]
    simp only [Matrix.trace_add, Matrix.trace_one, ht]
    ring
  refine ⟨?_, ?_, ?_⟩
  · have hn := hp.trace_nonneg
    rw [h] at hn
    have hr := (Complex.le_def.mp hn).1
    simp at hr
    linarith
  · intro e
    have hz : ((g + g - 1) * (g + g - 1)).trace = 0 := by
      rw [h, e]
      ring
    have hs := hp.trace_eq_zero_iff.mp hz
    have hs' : (g + g - 1)ᴴ * (g + g - 1) = 0 := by rw [hA, hs]
    have h2 : g + g = 1 :=
      sub_eq_zero.mp (Matrix.conjTranspose_mul_self_eq_zero.mp hs')
    rw [← h2]
    module
  · intro e
    have hz : g + g - 1 = 0 := by
      rw [e]
      module
    rw [hz, Matrix.mul_zero, Matrix.trace_zero] at h
    linear_combination (-1 / 4 : ℂ) * h

/-- Antisymmetric pair amplitude on four spin orbitals: an equal superposition of
the pair in orbitals 0, 1 and the pair in orbitals 2, 3 (not normalised). -/
def pairAmplitude : Matrix (Fin 4) (Fin 4) ℂ :=
  !![0, 1, 0, 0; -1, 0, 0, 0; 0, 0, 0, 1; 0, 0, -1, 0]

/-- The two-particle density matrix of the two-electron state with amplitude
`pairAmplitude`, normalised to trace 2. -/
def pairDensity : Matrix (Fin 4 × Fin 4) (Fin 4 × Fin 4) ℂ :=
  Matrix.of fun p q => (1 / 2) * pairAmplitude p.1 p.2 * pairAmplitude q.1 q.2

/-- The one-particle density matrix with occupation one half in each of four
spin orbitals. -/
def halfFilled : Matrix (Fin 4) (Fin 4) ℂ := (1 / 2 : ℂ) • 1

/-- The two-electron state `pairDensity` with `halfFilled` meets all the conditions
on `D` and `g` for `N = 2`, and its cumulant has trace `-1`. -/
theorem cumulant_witness :
    contract pairDensity = (((2 : ℕ) : ℂ) - 1) • halfFilled ∧
      halfFilled.trace = ((2 : ℕ) : ℂ) ∧
      halfFilled.PosSemidef ∧ (1 - halfFilled).PosSemidef ∧
      (cumulant pairDensity halfFilled).trace = -1 := by
  have hD : contract pairDensity = (((2 : ℕ) : ℂ) - 1) • halfFilled := by
    ext i k
    fin_cases i <;> fin_cases k <;>
      simp [contract, pairDensity, pairAmplitude, halfFilled, Fin.sum_univ_four] <;>
      norm_num
  have hN : halfFilled.trace = ((2 : ℕ) : ℂ) := by
    rw [halfFilled, Matrix.trace_smul, Matrix.trace_one]
    norm_num
  have hhalf : (0 : ℂ) ≤ 1 / 2 := by
    have h : (0 : ℂ) ≤ ((1 / 2 : ℝ) : ℂ) := Complex.zero_le_real.mpr (by norm_num)
    push_cast at h
    exact h
  have h0 : halfFilled.PosSemidef := Matrix.PosSemidef.one.smul hhalf
  have h1 : 1 - halfFilled = halfFilled := by
    unfold halfFilled
    module
  refine ⟨hD, hN, h0, by rw [h1]; exact h0, ?_⟩
  -- half the identity attains the lower bound -4/4
  rw [(cumulant_trace_lower_bound hD hN h0.isHermitian).2.mpr rfl]
  norm_num

end

end DensityCumulant
```

```lean
#print axioms DensityCumulant.cumulant_contraction_and_trace
```

```
'DensityCumulant.cumulant_contraction_and_trace' depends on axioms: [propext, Classical.choice, Quot.sound]
```

## From the entrywise sum to the two bounds

`contract_cumulant` is the first calculation, entry by entry. The facts `h1`, `h2` and `h3` supply the contraction of D, the trace of g and the matrix product, and `ring` collects the terms. `trace_contract` identifies the double sum over i and j with one sum over pairs.

`posSemidef_sub_sq` builds the two positive terms as `a` and `b`. The identity that splits g − g² is checked by `noncomm_ring`, which doesn't assume that matrices commute. The main theorem then writes tr L as −tr(g − g²) in `ht`. It reads off the sign from `trace_nonneg` and the zero case from `trace_eq_zero_iff`.

In `cumulant_trace_lower_bound`, 2g − 1 is written `g + g - 1`, and `h` is the trace identity for its square. Taking real parts gives the inequality. For equality, the square has zero trace and so vanishes, and `conjTranspose_mul_self_eq_zero` then gives 2g = 1. The converse substitutes half the identity into `h`.

For the example, `fin_cases` runs through all sixteen entries of the contraction. The value −1 then comes from the equality case of the lower bound, without expanding the sixteen-by-sixteen cumulant.
